# On a finite lattice, nonpositive Hamiltonian entries between different configurations make the pure-state density functional convex and equal to the ensemble functional

The pure-state functional F_LL(ρ) is the lowest energy among wave functions with density ρ. The ensemble functional F_ens(ρ) is the lowest energy among density matrices with the same density. For a general Hamiltonian F_ens can lie below F_LL, and F_LL can fail to be convex. Both defects are absent when the density consists of expectation values of observables diagonal in the configurations, and the Hamiltonian H is a real matrix on finitely many configurations with

H_xy ≤ 0 for x ≠ y.

For a symmetric H this is a sufficient condition for quantum Monte Carlo in this basis to have no sign problem. It means that hopping between configurations never raises the energy when their amplitudes have equal sign.

## States, densities and the two searches

```lean
import Mathlib

open Matrix
open scoped ComplexOrder

namespace SignFreePureSearch

noncomputable section

variable {m ι : Type*} [Fintype m] [DecidableEq m]
```

The type `m` is the finite set of configurations x, y, so wave functions live in C^m. The type `ι` labels the observables whose expectation values make up the density.

```lean
/-- The real part of `tr(Γ A)`, the expectation value of a real matrix `A` in the state `Γ`. -/
def expval (A : Matrix m m ℝ) (Γ : Matrix m m ℂ) : ℝ :=
  (Γ * A.map Complex.ofReal).trace.re
```

For a real matrix A and a complex matrix Γ, `expval A Γ` is Re tr(ΓA). Because of the real part, H need not be symmetric in the general theorem; a physical Hamiltonian with real entries is.

```lean
/-- The matrix `|ψ⟩⟨ψ|` of a vector `ψ`. -/
def proj (ψ : m → ℂ) : Matrix m m ℂ := vecMulVec ψ (star ψ)
```

This is |ψ⟩⟨ψ|, with entries ψ_x ψ_y*.

```lean
/-- The density of `Γ`: the expectation values of the diagonal observables `n i`. -/
def density (n : ι → m → ℝ) (Γ : Matrix m m ℂ) : ι → ℝ :=
  fun i => expval (diagonal (n i)) Γ
```

"Density" is meant broadly here. Each n_i is a real diagonal observable, and the density is the list of numbers

ρ_i = Σ_x Γ_xx n_i(x).

Site occupations are one choice.

```lean
/-- The normalised wave functions with density `ρ`. -/
def pureStates (n : ι → m → ℝ) (ρ : ι → ℝ) : Set (m → ℂ) :=
  {ψ | ∑ x, ‖ψ x‖ ^ 2 = 1 ∧ density n (proj ψ) = ρ}
```

A member of `pureStates n ρ` satisfies Σ_x |ψ_x|² = 1 and has density ρ.

```lean
/-- The density matrices (positive semidefinite, trace one) with density `ρ`. -/
def ensembles (n : ι → m → ℝ) (ρ : ι → ℝ) : Set (Matrix m m ℂ) :=
  {Γ | Γ.PosSemidef ∧ Γ.trace = 1 ∧ density n Γ = ρ}
```

A member of `ensembles n ρ` is a positive semidefinite Γ with tr Γ = 1 and density ρ.

```lean
/-- The pure-state search: the infimum of the energy over wave functions with density `ρ`. -/
def FLL (H : Matrix m m ℝ) (n : ι → m → ℝ) (ρ : ι → ℝ) : ℝ :=
  sInf ((fun ψ => expval H (proj ψ)) '' pureStates n ρ)
```

This is F_LL. In density functional theory H usually leaves out the external potential coupled to the density; including it only adds a term fixed by ρ. Lean assigns the value 0 to the infimum over an empty set, so the theorems speak only of densities that some pure state has.

```lean
/-- The ensemble search: the infimum of the energy over density matrices with density `ρ`. -/
def Fens (H : Matrix m m ℝ) (n : ι → m → ℝ) (ρ : ι → ℝ) : ℝ :=
  sInf (expval H '' ensembles n ρ)
```

This is F_ens, the same infimum taken over density matrices.

```lean
/-- A real vector of amplitudes, read as a complex wave function. -/
def realWave (φ : m → ℝ) : m → ℂ := fun x => (φ x : ℂ)
```

`realWave φ` regards real amplitudes φ_x as a complex wave function.

```lean
/-- The amplitudes `√Γ_xx` built from the populations of a density matrix `Γ`. -/
def amp (Γ : Matrix m m ℂ) : m → ℝ := fun x => √(Γ x x).re
```

`amp Γ` is the vector √Γ_xx, which keeps the populations of Γ and discards its off-diagonal entries.

## Replacing a density matrix by the roots of its populations

```lean
omit [DecidableEq m] in
/-- The expectation value as a double sum over configurations. -/
theorem expval_eq (A : Matrix m m ℝ) (Γ : Matrix m m ℂ) :
    expval A Γ = ∑ x, ∑ y, (Γ x y).re * A y x := by
  simp [expval, Matrix.trace, Matrix.mul_apply, Complex.mul_re]
```

Writing out the trace, with A real, gives

Re tr(ΓA) = Σ_xy Re(Γ_xy) A_yx.

```lean
omit [DecidableEq m] in
/-- The expectation value in a wave function with real amplitudes `φ`. -/
theorem expval_real (A : Matrix m m ℝ) (φ : m → ℝ) :
    expval A (proj (realWave φ)) = ∑ x, ∑ y, φ x * φ y * A y x := by
  simp [expval_eq, proj, vecMulVec_apply, realWave]
```

For real amplitudes Γ_xy = φ_x φ_y, so the expectation value is Σ_xy φ_x φ_y A_yx.

```lean
/-- The projector on a normalised wave function is a density matrix with the same density. -/
theorem proj_mem {n : ι → m → ℝ} {ρ : ι → ℝ} {ψ : m → ℂ} (h : ψ ∈ pureStates n ρ) :
    proj ψ ∈ ensembles n ρ := by
  refine ⟨posSemidef_vecMulVec_self_star ψ, ?_, h.2⟩
  have ht : (proj ψ).trace = ((∑ x, ‖ψ x‖ ^ 2 : ℝ) : ℂ) := by
    simp [proj, Matrix.trace, vecMulVec_apply, Complex.mul_conj, Complex.normSq_eq_norm_sq]
  rw [ht, h.1, Complex.ofReal_one]
```

Every pure state is an ensemble. For any vector v, ⟨v|ψ⟩⟨ψ|v⟩ = |⟨ψ|v⟩|² ≥ 0, and the trace is Σ_x |ψ_x|² = 1.

```lean
omit [Fintype m] [DecidableEq m] in
/-- Coherences of a positive semidefinite matrix are bounded by populations:
`|Γ_xy| ≤ √Γ_xx √Γ_yy`. -/
theorem norm_entry_le {Γ : Matrix m m ℂ} (h : Γ.PosSemidef) (x y : m) :
    ‖Γ x y‖ ≤ amp Γ x * amp Γ y := by
  have hx := Complex.nonneg_iff.mp (h.diag_nonneg (i := x))
  have hy := Complex.nonneg_iff.mp (h.diag_nonneg (i := y))
  -- the two-by-two minor on `x, y` is nonnegative
  have hdet := (h.submatrix ![x, y]).det_nonneg
  rw [det_fin_two] at hdet
  simp only [submatrix_apply, cons_val_zero, cons_val_one] at hdet
  rw [← h.isHermitian.apply y x, Complex.star_def, Complex.mul_conj] at hdet
  have hre := (Complex.nonneg_iff.mp hdet).1
  simp only [Complex.sub_re, Complex.mul_re, Complex.ofReal_re, ← hx.2, zero_mul,
    sub_zero] at hre
  unfold amp
  rw [← Real.sqrt_mul hx.1]
  apply Real.le_sqrt_of_sq_le
  rw [Complex.sq_norm]
  linarith
```

The 2×2 minor of a positive semidefinite Γ on x and y is nonnegative, and Γ_yx = Γ_xy*. Hence

Γ_xx Γ_yy − |Γ_xy|² ≥ 0,

and taking the root gives |Γ_xy| ≤ √Γ_xx √Γ_yy. In Lean, `hdet` is the minor and `Real.le_sqrt_of_sq_le` takes the root.

```lean
/-- If the off-diagonal entries of `H` are nonpositive, the wave function `√Γ_xx` has the density
of the density matrix `Γ` and at most its energy. -/
theorem amp_pure {H : Matrix m m ℝ} (hH : ∀ x y, x ≠ y → H x y ≤ 0) {n : ι → m → ℝ}
    {ρ : ι → ℝ} {Γ : Matrix m m ℂ} (h : Γ ∈ ensembles n ρ) :
    realWave (amp Γ) ∈ pureStates n ρ ∧ expval H (proj (realWave (amp Γ))) ≤ expval H Γ := by
  have h0 : ∀ x, amp Γ x * amp Γ x = (Γ x x).re := fun x =>
    Real.mul_self_sqrt (Complex.nonneg_iff.mp (h.1.diag_nonneg (i := x))).1
  refine ⟨⟨?_, ?_⟩, ?_⟩
  · have ht := congrArg Complex.re h.2.1
    simp only [Matrix.trace, diag_apply, Complex.re_sum, Complex.one_re] at ht
    rw [← ht]
    refine Finset.sum_congr rfl fun x _ => ?_
    rw [← h0 x, realWave, Complex.norm_real, Real.norm_eq_abs, sq_abs, sq]
  · rw [← h.2.2]
    funext i
    simp only [density, expval_real]
    rw [expval_eq]
    simp [diagonal_apply, h0]
  · rw [expval_real, expval_eq]
    refine Finset.sum_le_sum fun x _ => Finset.sum_le_sum fun y _ => ?_
    by_cases hxy : x = y
    · subst hxy
      rw [h0]
    · exact mul_le_mul_of_nonpos_right
        ((Complex.re_le_norm _).trans (norm_entry_le h.1 x y)) (hH y x (Ne.symm hxy))
```

Put φ_x = √Γ_xx. The three bullets of the proof check three things.

- The norm is Σ_x φ_x² = tr Γ = 1.
- The density is Σ_x φ_x² n_i(x) = Σ_x Γ_xx n_i(x), that of Γ.
- In the energy difference the diagonal terms cancel, leaving

E(φ) − E(Γ) = Σ_{x≠y} (φ_x φ_y − Re Γ_xy) H_yx ≤ 0.

Each bracket is nonnegative, since Re Γ_xy ≤ |Γ_xy| ≤ φ_x φ_y, and each H_yx is nonpositive.

## Minimiser, equality and convexity

```lean
/-- If the off-diagonal entries of `H` are nonpositive, then at every pure-state density some
nonnegative wave function with that density has an energy no higher than that of any density matrix
with that density. -/
theorem exists_min {H : Matrix m m ℝ} (hH : ∀ x y, x ≠ y → H x y ≤ 0) {n : ι → m → ℝ}
    {ρ : ι → ℝ} (hρ : (pureStates n ρ).Nonempty) :
    ∃ φ : m → ℝ, (∀ x, 0 ≤ φ x) ∧ realWave φ ∈ pureStates n ρ ∧
      ∀ Γ ∈ ensembles n ρ, expval H (proj (realWave φ)) ≤ expval H Γ := by
  have hbox : ∀ φ : m → ℝ, (∀ x, 0 ≤ φ x) → realWave φ ∈ pureStates n ρ →
      φ ∈ Set.Icc (0 : m → ℝ) 1 := by
    intro φ h0 h
    refine ⟨h0, fun x => ?_⟩
    have h1 : ‖realWave φ x‖ ^ 2 ≤ 1 :=
      (Finset.single_le_sum (f := fun x => ‖realWave φ x‖ ^ 2)
        (fun _ _ => sq_nonneg _) (Finset.mem_univ x)).trans_eq h.1
    simp only [realWave, Complex.norm_real, Real.norm_eq_abs, sq_abs] at h1
    show φ x ≤ 1
    nlinarith [h0 x]
  have hclosed : IsClosed {φ : m → ℝ | realWave φ ∈ pureStates n ρ} := by
    refine IsClosed.inter (isClosed_eq ?_ continuous_const) (isClosed_eq ?_ continuous_const)
    · unfold realWave
      fun_prop
    · refine continuous_pi fun i => ?_
      simp only [density, expval_real]
      fun_prop
  have hcont : Continuous fun φ : m → ℝ => expval H (proj (realWave φ)) := by
    simp only [expval_real]
    fun_prop
  -- the energy attains its minimum on the compact set of nonnegative wave functions
  obtain ⟨ψ, hψ⟩ := hρ
  have hne := (amp_pure hH (proj_mem hψ)).1
  obtain ⟨φ, hφ, hmin⟩ := (isCompact_Icc.inter_right hclosed).exists_isMinOn
    ⟨amp (proj ψ), hbox _ (fun _ => Real.sqrt_nonneg _) hne, hne⟩ hcont.continuousOn
  refine ⟨φ, hφ.1.1, hφ.2, fun Γ hΓ => ?_⟩
  have hr := amp_pure hH hΓ
  exact (isMinOn_iff.mp hmin _ ⟨hbox _ (fun _ => Real.sqrt_nonneg _) hr.1, hr.1⟩).trans hr.2
```

Consider the nonnegative normalised φ with density ρ. Normalisation puts every φ_x between 0 and 1 (`hbox`), and the constraints are continuous equations (`hclosed`), so these vectors form a compact set. It is nonempty: if ψ has density ρ, so does |ψ_x|. The energy is continuous (`hcont`) and therefore has a minimiser φ. For every ensemble Γ at ρ,

E(φ) ≤ E(√Γ_xx) ≤ E(Γ).

```lean
/-- If the off-diagonal entries of `H` are nonpositive, `F_LL` is convex on the convex set of
pure-state densities; at each of them a nonnegative wave function attains it and it equals
`F_ens`. -/
theorem pure_search {H : Matrix m m ℝ} (hH : ∀ x y, x ≠ y → H x y ≤ 0) (n : ι → m → ℝ) :
    ConvexOn ℝ {ρ | (pureStates n ρ).Nonempty} (FLL H n) ∧
    ∀ ρ, (pureStates n ρ).Nonempty → FLL H n ρ = Fens H n ρ ∧
      ∃ φ : m → ℝ, (∀ x, 0 ≤ φ x) ∧ realWave φ ∈ pureStates n ρ ∧
        expval H (proj (realWave φ)) = FLL H n ρ := by
  have key : ∀ ρ, (pureStates n ρ).Nonempty → ∃ φ : m → ℝ, (∀ x, 0 ≤ φ x) ∧
      realWave φ ∈ pureStates n ρ ∧ expval H (proj (realWave φ)) = FLL H n ρ ∧
      FLL H n ρ = Fens H n ρ ∧ ∀ Γ ∈ ensembles n ρ, FLL H n ρ ≤ expval H Γ := by
    intro ρ hρ
    obtain ⟨φ, h0, hφ, hmin⟩ := exists_min hH hρ
    have h1 : FLL H n ρ = expval H (proj (realWave φ)) :=
      IsLeast.csInf_eq ⟨⟨_, hφ, rfl⟩, by
        rintro _ ⟨ψ, hψ, rfl⟩
        exact hmin _ (proj_mem hψ)⟩
    have h2 : Fens H n ρ = expval H (proj (realWave φ)) :=
      IsLeast.csInf_eq ⟨⟨_, proj_mem hφ, rfl⟩, by
        rintro _ ⟨Γ, hΓ, rfl⟩
        exact hmin _ hΓ⟩
    exact ⟨φ, h0, hφ, h1.symm, h1.trans h2.symm, fun Γ hΓ => h1.trans_le (hmin Γ hΓ)⟩
  -- mixing two minimisers gives an ensemble at the mixed density
  have mix : ∀ ρ σ, (pureStates n ρ).Nonempty → (pureStates n σ).Nonempty →
      ∀ a b : ℝ, 0 ≤ a → 0 ≤ b → a + b = 1 →
      ∃ Γ ∈ ensembles n (a • ρ + b • σ), expval H Γ = a * FLL H n ρ + b * FLL H n σ := by
    intro ρ σ hρ hσ a b ha hb hab
    obtain ⟨φ, -, hφ, eφ, -⟩ := key ρ hρ
    obtain ⟨χ, -, hχ, eχ, -⟩ := key σ hσ
    have pφ := proj_mem hφ
    have pχ := proj_mem hχ
    have hlin : ∀ A : Matrix m m ℝ,
        expval A ((a : ℂ) • proj (realWave φ) + (b : ℂ) • proj (realWave χ)) =
          a * expval A (proj (realWave φ)) + b * expval A (proj (realWave χ)) := by
      intro A
      simp only [expval_eq, Finset.mul_sum, ← Finset.sum_add_distrib]
      refine Finset.sum_congr rfl fun x _ => Finset.sum_congr rfl fun y _ => ?_
      simp only [Matrix.add_apply, Matrix.smul_apply, smul_eq_mul, Complex.add_re,
        Complex.re_ofReal_mul]
      ring
    refine ⟨_, ⟨(pφ.1.smul (Complex.zero_le_real.mpr ha)).add
      (pχ.1.smul (Complex.zero_le_real.mpr hb)), ?_, ?_⟩, by rw [hlin, eφ, eχ]⟩
    · rw [trace_add, trace_smul, trace_smul, pφ.2.1, pχ.2.1]
      simp only [smul_eq_mul, mul_one]
      exact_mod_cast hab
    · rw [← pφ.2.2, ← pχ.2.2]
      funext i
      exact hlin _
  refine ⟨⟨?_, ?_⟩, fun ρ hρ => ?_⟩
  · intro ρ hρ σ hσ a b ha hb hab
    obtain ⟨Γ, hΓ, -⟩ := mix ρ σ hρ hσ a b ha hb hab
    exact ⟨_, (amp_pure hH hΓ).1⟩
  · intro ρ hρ σ hσ a b ha hb hab
    obtain ⟨Γ, hΓ, e⟩ := mix ρ σ hρ hσ a b ha hb hab
    obtain ⟨_, -, -, -, -, hle⟩ := key _ ⟨_, (amp_pure hH hΓ).1⟩
    exact (hle Γ hΓ).trans_eq e
  · obtain ⟨φ, h0, hφ, e, he, -⟩ := key ρ hρ
    exact ⟨he, φ, h0, hφ, e⟩
```

`ConvexOn` says two things: the set of pure-state densities is convex, and F_LL satisfies the convexity inequality on it. The second half of the theorem gives F_LL = F_ens and a nonnegative minimiser at each such density.

In `key`, the φ just found lies below every ensemble, hence below every pure state. It belongs to both searches, so both infima equal E(φ).

In `mix`, let φ and χ be the minimisers at ρ and σ, with a, b ≥ 0 and a + b = 1. Set

Γ = a|φ⟩⟨φ| + b|χ⟩⟨χ|.

This is positive semidefinite with trace a + b = 1. By linearity (`hlin`) its density is aρ + bσ and its energy is aF_LL(ρ) + bF_LL(σ). The vector √Γ_xx is then a pure state at the mixed density, so the domain is convex, and

F_LL(aρ + bσ) ≤ E(Γ) = aF_LL(ρ) + bF_LL(σ).

It would be wrong to mix the wave functions instead: density is quadratic in ψ, so aφ + bχ in general has neither norm one nor density aρ + bσ.

## Interacting hard-core bosons

```lean
variable {L : Type*} [Fintype L] [DecidableEq L]

/-- Configurations of `N` hard-core bosons: sets of `N` occupied sites. -/
abbrev Config (L : Type*) (N : ℕ) := {S : Finset L // S.card = N}
```

`L` is the finite set of sites. A configuration is a set S of exactly N occupied sites.

```lean
/-- Hard-core bosons with interaction energy `V S` in configuration `S` and amplitude `-t x y`
for moving one particle from site `y` to an empty site `x`. -/
def hardCore (N : ℕ) (t : L → L → ℝ) (V : Finset L → ℝ) :
    Matrix (Config L N) (Config L N) ℝ := fun S T =>
  (if S = T then V S.1 else 0) -
    ∑ x, ∑ y, if S.1 \ T.1 = {x} ∧ T.1 \ S.1 = {y} then t x y else 0
```

The diagonal entry is an arbitrary interaction energy V(S). The off-diagonal entry is −t_xy if S arises from T by moving one particle from y to x, and zero if no single move connects them. That this matrix represents the second-quantised hard-core Hamiltonian is read off from the definition, not derived.

```lean
/-- The occupation number of site `x` in a configuration. -/
def occ (N : ℕ) (x : L) (S : Config L N) : ℝ := if x ∈ S.1 then 1 else 0
```

`occ N x S` is 1 if site x is occupied in S and 0 otherwise.

```lean
/-- For symmetric hopping the hard-core boson Hamiltonian is a symmetric matrix. -/
theorem hardCore_isSymm (N : ℕ) {t : L → L → ℝ} (ht : ∀ x y, t x y = t y x)
    (V : Finset L → ℝ) : (hardCore N t V).IsSymm := by
  ext S T
  simp only [transpose_apply, hardCore]
  refine congrArg₂ (· - ·) ?_ ?_
  · by_cases h : S = T
    · subst h
      rfl
    · rw [if_neg h, if_neg (Ne.symm h)]
  · rw [Finset.sum_comm]
    refine Finset.sum_congr rfl fun u _ => Finset.sum_congr rfl fun v _ => ?_
    rw [ht v u]
    exact if_congr and_comm rfl rfl
```

Exchanging S and T exchanges x and y in the hopping term, so t_xy = t_yx makes the matrix symmetric.

```lean
/-- For `N` hard-core bosons with nonnegative `t` and any interaction, `F_LL` of the site
occupations is convex on the pure-state densities, equals `F_ens` there, and is attained by a
nonnegative wave function. -/
theorem hardCore_pure_search (N : ℕ) {t : L → L → ℝ} (ht : ∀ x y, 0 ≤ t x y)
    (V : Finset L → ℝ) :
    ConvexOn ℝ {ρ | (pureStates (occ N) ρ).Nonempty} (FLL (hardCore N t V) (occ N)) ∧
    ∀ ρ : L → ℝ, (pureStates (occ N) ρ).Nonempty →
      FLL (hardCore N t V) (occ N) ρ = Fens (hardCore N t V) (occ N) ρ ∧
      ∃ φ : Config L N → ℝ, (∀ S, 0 ≤ φ S) ∧ realWave φ ∈ pureStates (occ N) ρ ∧
        expval (hardCore N t V) (proj (realWave φ)) = FLL (hardCore N t V) (occ N) ρ := by
  refine pure_search (fun S T hST => ?_) (occ N)
  -- off the diagonal only the hopping term survives
  simp only [hardCore, if_neg hST, zero_sub]
  refine neg_nonpos.mpr (Finset.sum_nonneg fun x _ => Finset.sum_nonneg fun y _ => ?_)
  split_ifs
  · exact ht x y
  · exact le_rfl

end

end SignFreePureSearch
```

For S ≠ T the interaction term vanishes and the entry is minus a sum of nonnegative terms. `pure_search` then applies, for any N and any V. For such bosons on a finite lattice, the constrained search of density functional theory can thus be restricted to nonnegative amplitudes.

The smallest nontrivial case is one boson on two sites, with t₁₂ = t₂₁ = t ≥ 0, site energies V₁, V₂ and density (p, 1−p). Up to a global phase, ψ = (√p, e^{iθ}√(1−p)), with energy

pV₁ + (1−p)V₂ − 2t√(p(1−p)) cos θ.

The choice θ = 0 is optimal, its amplitudes are nonnegative, and the resulting function of p is convex.

```lean
#print axioms SignFreePureSearch.pure_search
#print axioms SignFreePureSearch.hardCore_isSymm
#print axioms SignFreePureSearch.hardCore_pure_search
```

```
'SignFreePureSearch.pure_search' depends on axioms: [propext, Classical.choice, Quot.sound]
'SignFreePureSearch.hardCore_isSymm' depends on axioms: [propext, Classical.choice, Quot.sound]
'SignFreePureSearch.hardCore_pure_search' depends on axioms: [propext, Classical.choice, Quot.sound]
```
